# The inverse of 1 + (1 + p)⁻¹f(1 + t)⁻¹k for operators with p² + fk = 1 and kp = tk

The lemma is pure algebra in a ring where 2 is invertible; its elements may be read as operators, for instance complex square matrices of one size, and they need not commute. If 1 + p and 1 + t have the inverses P and Q, and if p² + fk = 1 and kp = tk, then 1 + PfQk has the two-sided inverse (1 + p)/2. For numbers p = t = cos θ and f = k = sin θ, this is the half-angle formula 1 + tan²(θ/2) = 1/cos²(θ/2), wherever cos θ ≠ −1. The proof first shows Qk = kP, then that the product of 1 + PfQk and 1 + p is 2 in either order, and at last moves the factor ½ into place.

Lean 4 with Mathlib refuses this proof:

```lean
import Mathlib

open ComplexConjugate

namespace HalfInverse

variable {R : Type*} [Ring R]

/-- `y` is the two-sided inverse of `x`. -/
def IsInverse (x y : R) : Prop := x * y = 1 ∧ y * x = 1

/-- Let 2 be invertible, let `P`, `Q` be the inverses of `1 + p`, `1 + t`, and let
`p² + fk = 1` and `kp = tk`. Then `1 + (Pf)(Qk)` has the inverse `(1 + p)/2`. -/
theorem half_inverse [Invertible (2 : R)] {p t f k P Q : R}
    (hP : IsInverse (1 + p) P) (hQ : IsInverse (1 + t) Q)
    (h1 : p * p + f * k = 1) (h2 : k * p = t * k) :
    IsInverse (1 + P * f * (Q * k)) (⅟2 * (1 + p)) := by
  obtain ⟨hP1, hP2⟩ := hP
  have hb : Q * k = k * P := by
    calc Q * k = Q * k * ((1 + p) * P) := by rw [hP1, mul_one]
      _ = Q * (k + k * p) * P := by noncomm_ring
      _ = Q * (1 + t) * (k * P) := by rw [h2]; noncomm_ring
      _ = k * P := by rw [hQ.2, one_mul]
  have e1 : (1 + P * f * (Q * k)) * (1 + p) = 2 := by
    rw [hb]
    linear_combination (norm := noncomm_ring) P * f * k * hP2 + P * h1 + hP2 * (1 - p)
  have e2 : (1 + p) * (1 + P * f * (Q * k)) = 2 := by
    rw [hb]
    linear_combination (norm := noncomm_ring) hP1 * (f * k * P) + h1 * P + (1 - p) * hP1
  -- one half commutes with everything
  have hc : ∀ x : R, x * ⅟2 = ⅟2 * x := by
    intro x
    have h : Commute x (2 : R) := by
      show x * 2 = 2 * x
      rw [mul_two, two_mul]
    exact h.invOf_right.eq
  generalize 1 + P * f * (Q * k) = X at e1 e2 ⊢
  constructor
  · rw [← mul_assoc, hc X, mul_assoc, e1, invOf_mul_self]
  · rw [mul_assoc, e2, invOf_mul_self]

end HalfInverse
```

The error:

```
Main.lean:24:51: error: unsolved goals
case a
R : Type u_1
inst✝¹ : Ring R
inst✝ : Invertible 2
p t f k P Q : R
hQ : IsInverse (1 + t) Q
h1 : p * p + f * k = 1
h2 : k * p = t * k
hP1 : (1 + p) * P = 1
hP2 : P * (1 + p) = 1
hb : Q * k = k * P
⊢ 2 • 1 + -1 • 2 = 0
Main.lean:27:51: error: unsolved goals
case a
R : Type u_1
inst✝¹ : Ring R
inst✝ : Invertible 2
p t f k P Q : R
hQ : IsInverse (1 + t) Q
h1 : p * p + f * k = 1
h2 : k * p = t * k
hP1 : (1 + p) * P = 1
hP2 : P * (1 + p) = 1
hb : Q * k = k * P
e1 : (1 + P * f * (Q * k)) * (1 + p) = 2
⊢ 2 • 1 + -1 • 2 = 0
```

Both messages report the same leftover goal, `2 • 1 + -1 • 2 = 0`, once for each order of the product. It is true, and all terms in the operators have already cancelled, so the coefficients given to `linear_combination` are right. What fails is the closing step by `noncomm_ring`. It gathers two copies of the ring's 1 into `2 • 1`, where the 2 is a count, but treats the 2 from the right-hand side as a ring element of its own, unrelated to 1. The two terms therefore do not cancel.

The repair adds `← one_add_one_eq_two` to the rewrite in `e1` and in `e2`. This turns the right-hand side from 2 into 1 + 1 before `linear_combination` runs. Now both sides are counted in copies of the same 1, and `noncomm_ring` can cancel them. The coefficients stay as they were.

Fix (accepted with no message):

```diff
@@ -23,8 +23,8 @@
       _ = k * P := by rw [hQ.2, one_mul]
   have e1 : (1 + P * f * (Q * k)) * (1 + p) = 2 := by
-    rw [hb]
+    rw [hb, ← one_add_one_eq_two]
     linear_combination (norm := noncomm_ring) P * f * k * hP2 + P * h1 + hP2 * (1 - p)
   have e2 : (1 + p) * (1 + P * f * (Q * k)) = 2 := by
-    rw [hb]
+    rw [hb, ← one_add_one_eq_two]
     linear_combination (norm := noncomm_ring) hP1 * (f * k * P) + h1 * P + (1 - p) * hP1
   -- one half commutes with everything
```
